# The graphene Hamiltonian near K, with intrinsic spin-orbit and Rashba coupling, is Hermitian

The lemma concerns a single-particle model of graphene near the K point, a 4 × 4 complex matrix acting on sublattice ⊗ spin. Its Hamiltonian is p σ_x ⊗ 1 + q σ_y ⊗ 1 + u σ_z ⊗ σ_z + (w/2)(σ_x ⊗ σ_y − σ_y ⊗ σ_x), where p and q are momentum components in units of energy, u is the intrinsic spin-orbit coupling and w the Rashba coupling. `valley_isHermitian` states that this matrix equals its conjugate transpose for all real p, q, u and w. The attempt compares entries: it splits the two pairs of indices into sixteen cases and asks `simp` to settle each one from the definitions.

An attempt in Lean 4 with a fault in it:

```lean
import Mathlib

open Matrix Polynomial
open scoped Kronecker

namespace ValleyIsHermitian

noncomputable section

/-- The Pauli matrix `σ_x`. -/
def pauliX : Matrix (Fin 2) (Fin 2) ℂ := !![0, 1; 1, 0]

/-- The Pauli matrix `σ_y`. -/
def pauliY : Matrix (Fin 2) (Fin 2) ℂ := !![0, -Complex.I; Complex.I, 0]

/-- The Pauli matrix `σ_z`. -/
def pauliZ : Matrix (Fin 2) (Fin 2) ℂ := !![1, 0; 0, -1]

/-- The graphene Hamiltonian at the K point, on sublattice ⊗ spin, with intrinsic spin-orbit
coupling `u` and Rashba coupling `w`. -/
def kPoint (u w : ℝ) : Matrix (Fin 2 × Fin 2) (Fin 2 × Fin 2) ℂ :=
  (u : ℂ) • (pauliZ ⊗ₖ pauliZ) +
    ((w / 2 : ℝ) : ℂ) • (pauliX ⊗ₖ pauliY - pauliY ⊗ₖ pauliX)

/-- The Hamiltonian of the valley around K: the K-point matrix plus the Dirac kinetic term,
with the momentum components `p`, `q` measured in units of energy. -/
def valley (p q u w : ℝ) : Matrix (Fin 2 × Fin 2) (Fin 2 × Fin 2) ℂ :=
  (p : ℂ) • (pauliX ⊗ₖ (1 : Matrix (Fin 2) (Fin 2) ℂ)) +
    (q : ℂ) • (pauliY ⊗ₖ (1 : Matrix (Fin 2) (Fin 2) ℂ)) + kPoint u w

/-- The valley Hamiltonian is Hermitian at every momentum. -/
theorem valley_isHermitian (p q u w : ℝ) : (valley p q u w).IsHermitian := by
  apply Matrix.IsHermitian.ext
  rintro ⟨a, b⟩ ⟨c, d⟩
  fin_cases a <;> fin_cases b <;> fin_cases c <;> fin_cases d <;>
    simp [valley, kPoint, pauliX, pauliY, pauliZ, Matrix.one_apply]

end

end ValleyIsHermitian
```

Lean reports:

```
Main.lean:32:75: error: unsolved goals
case «1».«0».«0».«1»
p q u w : ℝ
⊢ -Complex.I + -Complex.I = -Complex.I - Complex.I ∨ w = 0
Main.lean:36:50: warning: This simp argument is unused:
  Matrix.one_apply

Hint: Omit it from the simp argument list.
  [apply] simp [valley, kPoint, pauliX, pauliY, pauliZ]

Note: This linter can be disabled with `set_option linter.unusedSimpArgs false`
```

The change, after which it compiles:

```diff
@@ -34,5 +34,8 @@
   rintro ⟨a, b⟩ ⟨c, d⟩
   fin_cases a <;> fin_cases b <;> fin_cases c <;> fin_cases d <;>
-    simp [valley, kPoint, pauliX, pauliY, pauliZ, Matrix.one_apply]
+    simp [valley, kPoint, pauliX, pauliY, pauliZ]
+  -- one Rashba matrix element remains
+  left
+  ring
 
 end
```

What went wrong. The error shows the one case `simp` leaves open, the entry in row (1, 0) and column (0, 1), which comes from the Rashba term. Both sides carry a factor containing `w`, and `simp` turns the equality of products into a disjunction: either the remaining factors agree, or `w = 0`. The remaining factors are `-Complex.I + -Complex.I` and `-Complex.I - Complex.I`. They are equal, but `simp` does not bring them to the same form, so the goal stays open.

In the repair, `left` chooses the equation, which holds whatever the value of `w`, and `ring` proves it by normalising both sides.

The warning is a separate matter: `simp` never used `Matrix.one_apply`. Removing it is mere tidying, and the added comment has no effect on the proof.
